# One density from two potentials: the singly excited harmonic oscillator

Put two non-interacting particles of opposite spin in the Gaussian $e^{-x^2/2}$, with $\hbar=m=\omega=1$. The potential can be read back from this orbital. Its logarithmic slope is $g=-x$, and an orbital $\chi$ with $\chi'=g\chi$ has $\chi''=(g'+g^2)\chi$. At energy zero the Schrödinger equation therefore requires
$$v=\frac{\chi''}{2\chi}=\frac{g'+g^2}{2}=\frac{x^2}{2}-\frac12,$$
which is the oscillator potential up to a constant.

Now promote one particle to the first excited state. The new density can still be written as that of one doubly occupied orbital without nodes, but the same inversion returns a different potential.

```lean
import Mathlib

open MeasureTheory

namespace ExcitedOscillatorDensity

noncomputable section
```

## The two configurations

The first configuration lives in the oscillator potential $x^2/2$.

```lean
/-- The harmonic oscillator potential `x² / 2`. -/
def oscillator (x : ℝ) : ℝ := x ^ 2 / 2
```

Its two lowest states are, up to normalisation, $\varphi_0=e^{-x^2/2}$

```lean
/-- The Gaussian `exp (-x² / 2)`, not normalised. -/
def phi0 (x : ℝ) : ℝ := Real.exp (-x ^ 2 / 2)
```

and $\varphi_1=x\,e^{-x^2/2}$.

```lean
/-- The function `x exp (-x² / 2)`, not normalised. -/
def phi1 (x : ℝ) : ℝ := x * Real.exp (-x ^ 2 / 2)
```

A function $\psi$ solves the stationary Schrödinger equation with potential $v$ and energy $E$ if it is twice differentiable and $-\psi''/2+v\psi=E\psi$ at every point. The predicate `SolvesSchrodinger v ψ E` says this for real functions on the line. It contains no normalisation or boundary condition.

```lean
/-- `ψ` is twice differentiable and solves `-ψ'' / 2 + v ψ = E ψ` on the whole line. -/
def SolvesSchrodinger (v ψ : ℝ → ℝ) (E : ℝ) : Prop :=
  ∃ ψ' ψ'' : ℝ → ℝ, (∀ x, HasDerivAt ψ (ψ' x) x) ∧ (∀ x, HasDerivAt ψ' (ψ'' x) x) ∧
    ∀ x, -ψ'' x / 2 + v x * ψ x = E * ψ x
```

With one particle in each state, the density is
$$\rho=\frac{\varphi_0^2}{\int\varphi_0^2}+\frac{\varphi_1^2}{\int\varphi_1^2}.$$
Dividing by the norm integrals normalises each state, so $\rho$ describes two particles.

```lean
/-- The density of two particles, one in each of the states obtained by normalising `phi0` and
`phi1`. -/
def excitedDensity (x : ℝ) : ℝ :=
  phi0 x ^ 2 / (∫ y, phi0 y ^ 2) + phi1 x ^ 2 / (∫ y, phi1 y ^ 2)
```

The second configuration has both particles in one orbital $\chi$. Then $2\chi^2=\rho$, and the nonnegative choice is $\chi=\sqrt{\rho/2}$.

```lean
/-- The orbital that yields the excited density when it is doubly occupied. -/
def orbital (x : ℝ) : ℝ := √(excitedDensity x / 2)
```

The density will turn out to be proportional to $q\,e^{-x^2}$, with

```lean
/-- The polynomial factor `q = 1 + 2 x²` of the density. -/
def q (x : ℝ) : ℝ := 1 + 2 * x ^ 2
```

The candidate for the second potential is $v=x^2/2-3/2+1/q+1/q^2$. From here on, $v$ denotes this function.

```lean
/-- The potential `x² / 2 - 3 / 2 + 1 / q + 1 / q²`. -/
def ksPotential (x : ℝ) : ℝ := x ^ 2 / 2 - 3 / 2 + 1 / q x + 1 / q x ^ 2
```

Since $\ln\chi=\tfrac12\ln q-x^2/2+\text{const}$ and $q'=4x$, the slope of the new orbital is $g=q'/(2q)-x=2x/q-x$.

```lean
/-- The function `2 x / q - x`, the logarithmic slope of the orbital. -/
def logSlope (x : ℝ) : ℝ := 2 * x / q x - x
```

## Oscillator states and their density

Adding exponents gives $\varphi_0^2=e^{-x^2}$.

```lean
/-- The square of `phi0` is the Gaussian `exp (-x²)`. -/
theorem phi0_sq (x : ℝ) : phi0 x ^ 2 = Real.exp (-x ^ 2) := by
  rw [phi0, pow_two (Real.exp _), ← Real.exp_add]
  congr 1
  ring
```

The chain rule gives $\varphi_0'=-x\varphi_0$, and the product rule then gives $(\varphi_0^2)'=-2x\varphi_0^2$.

```lean
/-- The derivatives of `phi0` and of its square. -/
theorem hasDerivAt_phi0 (x : ℝ) : HasDerivAt phi0 (-x * phi0 x) x ∧
    HasDerivAt (fun y => phi0 y ^ 2) (-2 * x * phi0 x ^ 2) x := by
  have h2 : HasDerivAt (fun y : ℝ => y ^ 2) (2 * x) x := by
    simpa using hasDerivAt_pow 2 x
  have h : HasDerivAt (fun y : ℝ => -y ^ 2 / 2) (-x) x :=
    (h2.fun_neg.div_const 2).congr_deriv (by ring)
  have h0 : HasDerivAt phi0 (-x * phi0 x) x :=
    h.exp.congr_deriv (by unfold phi0; ring)
  have hm := h0.fun_mul h0
  simp only [← pow_two] at hm
  exact ⟨h0, hm.congr_deriv (by ring)⟩
```

Differentiating further,
$$\varphi_0''=(x^2-1)\varphi_0,\qquad \varphi_1'=(1-x^2)\varphi_0,\qquad \varphi_1''=(x^3-3x)\varphi_0.$$
Hence $-\varphi_0''/2+x^2\varphi_0/2=\tfrac12\varphi_0$ and $-\varphi_1''/2+x^2\varphi_1/2=\tfrac32\varphi_1$. In the proof, `a`, `b` and `c` are the three derivatives above, and `ring` checks the two energy equations.

```lean
/-- In the oscillator potential, `phi0` and `phi1` solve the Schrödinger equation with
energies `1 / 2` and `3 / 2`. -/
theorem oscillator_states :
    SolvesSchrodinger oscillator phi0 (1 / 2) ∧ SolvesSchrodinger oscillator phi1 (3 / 2) := by
  have a (x : ℝ) : HasDerivAt (fun y => -y * phi0 y) ((x ^ 2 - 1) * phi0 x) x :=
    ((hasDerivAt_id' x).fun_neg.fun_mul (hasDerivAt_phi0 x).1).congr_deriv (by ring)
  have b (x : ℝ) : HasDerivAt phi1 ((1 - x ^ 2) * phi0 x) x :=
    ((hasDerivAt_id' x).fun_mul (hasDerivAt_phi0 x).1).congr_deriv (by ring)
  have c (x : ℝ) : HasDerivAt (fun y => (1 - y ^ 2) * phi0 y) ((x ^ 3 - 3 * x) * phi0 x) x := by
    have h2 : HasDerivAt (fun y : ℝ => y ^ 2) (2 * x) x := by
      simpa using hasDerivAt_pow 2 x
    exact ((h2.const_sub 1).fun_mul (hasDerivAt_phi0 x).1).congr_deriv (by ring)
  refine ⟨⟨_, _, fun x => (hasDerivAt_phi0 x).1, a, fun x => ?_⟩, ⟨_, _, b, c, fun x => ?_⟩⟩
  · simp only [oscillator]
    ring
  · simp only [oscillator, show phi1 x = x * phi0 x from rfl]
    ring
```

The first norm integral is the Gaussian one, $\int\varphi_0^2=\sqrt\pi$. For the second, integrate
$$(x\varphi_0^2)'=\varphi_0^2-2\varphi_1^2$$
over the line. The left side contributes zero, so $\int\varphi_1^2=\sqrt\pi/2$. The facts `i0`, `i1` and `i2` supply the integrability that this argument needs.

```lean
/-- The norm integrals of the two oscillator states are `√π` and `√π / 2`. -/
theorem integral_sq :
    (∫ x, phi0 x ^ 2) = √Real.pi ∧ (∫ x, phi1 x ^ 2) = √Real.pi / 2 := by
  have e0 : (∫ x, phi0 x ^ 2) = √Real.pi := by
    simpa [phi0_sq] using integral_gaussian 1
  have e1 (x : ℝ) : phi1 x ^ 2 = x ^ 2 * phi0 x ^ 2 := mul_pow x (phi0 x) 2
  have i0 : Integrable (fun x => phi0 x ^ 2) := by
    simpa [phi0_sq] using integrable_exp_neg_mul_sq (one_pos : (0 : ℝ) < 1)
  have i1 : Integrable (fun x => x * phi0 x ^ 2) := by
    simpa [phi0_sq] using integrable_mul_exp_neg_mul_sq (one_pos : (0 : ℝ) < 1)
  have i2 : Integrable (fun x => phi1 x ^ 2) := by
    simpa [e1, phi0_sq] using integrable_rpow_mul_exp_neg_mul_sq
      (one_pos : (0 : ℝ) < 1) (s := 2) (by norm_num)
  -- the total derivative of x exp(-x²) integrates to zero
  have hd (x : ℝ) : HasDerivAt (fun y => y * phi0 y ^ 2) (phi0 x ^ 2 - 2 * phi1 x ^ 2) x :=
    ((hasDerivAt_id' x).fun_mul (hasDerivAt_phi0 x).2).congr_deriv (by rw [e1]; ring)
  have h0 : (∫ x, (phi0 x ^ 2 - 2 * phi1 x ^ 2)) = 0 :=
    integral_eq_zero_of_hasDerivAt_of_integrable hd (i0.sub (i2.const_mul 2)) i1
  rw [integral_sub i0 (i2.const_mul 2), integral_const_mul, e0] at h0
  exact ⟨e0, by linarith⟩
```

Substituting both values,
$$\rho=\frac{e^{-x^2}+2x^2e^{-x^2}}{\sqrt\pi}=\frac{q\,e^{-x^2}}{\sqrt\pi}.$$

```lean
/-- The singly excited density is `q exp (-x²) / √π`. -/
theorem excitedDensity_eq (x : ℝ) :
    excitedDensity x = q x * Real.exp (-x ^ 2) / √Real.pi := by
  rw [excitedDensity, integral_sq.1, integral_sq.2, ← phi0_sq,
    show phi1 x = x * phi0 x from rfl, q]
  ring
```

## Inverting the orbital

Using $2x^2=q-1$,
$$g'=-1-\frac2q+\frac4{q^2},\qquad g^2=x^2-2+\frac4q-\frac2{q^2}.$$
The sum is $x^2-3+2/q+2/q^2=2v$, so $g'=2v-g^2$, a Riccati equation. Lean applies the quotient rule, then clears the denominators with `field_simp`, which is allowed because $q>0$.

```lean
/-- The logarithmic slope `g` obeys the Riccati equation `g' = 2 v - g²`, with `v` the
potential `ksPotential`. -/
theorem hasDerivAt_logSlope (x : ℝ) :
    HasDerivAt logSlope (2 * ksPotential x - logSlope x ^ 2) x := by
  have h2 : HasDerivAt (fun y : ℝ => y ^ 2) (2 * x) x := by
    simpa using hasDerivAt_pow 2 x
  have hq : HasDerivAt q (4 * x) x := ((h2.const_mul 2).const_add 1).congr_deriv (by ring)
  have hne : q x ≠ 0 := by unfold q; positivity
  refine ((((hasDerivAt_id' x).const_mul 2).fun_div hq hne).fun_sub
    (hasDerivAt_id' x)).congr_deriv ?_
  simp only [ksPotential, logSlope, q] at hne ⊢
  field_simp
  ring
```

The closed form also shows that $\rho>0$, so the square root is differentiable. From $gq=2x-xq$, which is `hs` in the proof,
$$\left(\frac\rho2\right)'=\frac{(4x-2xq)e^{-x^2}}{2\sqrt\pi}=2g\,\frac\rho2,\qquad \chi'=\frac{(\rho/2)'}{2\chi}=g\chi.$$

```lean
/-- The orbital is positive everywhere, and its derivative is `logSlope` times the orbital. -/
theorem hasDerivAt_orbital (x : ℝ) :
    0 < orbital x ∧ HasDerivAt orbital (logSlope x * orbital x) x := by
  have h2 : HasDerivAt (fun y : ℝ => y ^ 2) (2 * x) x := by
    simpa using hasDerivAt_pow 2 x
  have hq : HasDerivAt q (4 * x) x := ((h2.const_mul 2).const_add 1).congr_deriv (by ring)
  have hne : q x ≠ 0 := by unfold q; positivity
  have hs : logSlope x * q x = 2 * x - x * q x := by
    rw [logSlope, sub_mul, div_mul_cancel₀ _ hne]
  have hf (y : ℝ) : excitedDensity y / 2 = q y * phi0 y ^ 2 / (2 * √Real.pi) := by
    rw [excitedDensity_eq, phi0_sq]
    ring
  have hpos : 0 < excitedDensity x / 2 := by
    rw [excitedDensity_eq, q]
    positivity
  have hd : HasDerivAt (fun y => excitedDensity y / 2)
      (2 * logSlope x * (excitedDensity x / 2)) x := by
    simp only [hf]
    refine ((hq.fun_mul (hasDerivAt_phi0 x).2).div_const _).congr_deriv ?_
    linear_combination (-phi0 x ^ 2 / √Real.pi) * hs
  have hr : 0 < √(excitedDensity x / 2) := Real.sqrt_pos.2 hpos
  refine ⟨hr, (hd.sqrt hpos.ne').congr_deriv ?_⟩
  rw [orbital, div_eq_iff (mul_pos two_pos hr).ne']
  linear_combination (-2 * logSlope x) * Real.mul_self_sqrt hpos.le
```

Therefore $\chi''=(g'+g^2)\chi=2v\chi$. For any potential $w$ and energy $E$, the Schrödinger equation for $\chi$ reduces to $(w-v-E)\chi=0$. Because $\chi$ has no node, it holds exactly when $w=v+E$ everywhere. The orbital thus fixes its potential up to the choice of energy zero. In the forward direction, uniqueness of derivatives identifies the functions provided by `SolvesSchrodinger` with $g\chi$ and $2v\chi$; `mul_right_cancel₀` then divides out $\chi$.

```lean
/-- The orbital solves the Schrödinger equation with potential `w` and energy `E` exactly when
`w` is `ksPotential` shifted by `E`. -/
theorem solves_orbital_iff (w : ℝ → ℝ) (E : ℝ) :
    SolvesSchrodinger w orbital E ↔ ∀ x, w x = ksPotential x + E := by
  have h2 (x : ℝ) : HasDerivAt (fun y => logSlope y * orbital y)
      (2 * ksPotential x * orbital x) x :=
    ((hasDerivAt_logSlope x).fun_mul (hasDerivAt_orbital x).2).congr_deriv (by ring)
  constructor
  · rintro ⟨d, dd, hd, hdd, he⟩ x
    have hfun : d = fun y => logSlope y * orbital y :=
      funext fun y => (hd y).unique (hasDerivAt_orbital y).2
    rw [hfun] at hdd
    have hx := he x
    rw [(hdd x).unique (h2 x)] at hx
    -- the orbital has no node, so it can be divided out
    apply mul_right_cancel₀ (hasDerivAt_orbital x).1.ne'
    linear_combination hx
  · intro h
    refine ⟨_, _, fun x => (hasDerivAt_orbital x).2, h2, fun x => ?_⟩
    simp only [h x]
    ring
```

## Two potentials that differ by more than a constant

Taking $E=0$ places $\chi$ in $v$, and squaring the root gives $2\chi^2=\rho$. It remains to compare the potentials:
$$v-\frac{x^2}{2}=-\frac32+\frac1q+\frac1{q^2}.$$
This equals $1/2$ at $x=0$ and $-19/18$ at $x=1$, so it is not constant. The theorem collects the two oscillator eigenstates, the orbital equation in $v$, the equality of densities and this comparison.

The Hohenberg–Kohn theorem is not contradicted, since it compares ground states and the oscillator configuration is excited. In time-dependent density functional theory, the example shows for two non-interacting particles in one dimension, with a density constant in time, why van Leeuwen's construction of a potential from a density needs the initial state as well.

```lean
/-- One density from two potentials: the density of the singly excited oscillator is also that
of a doubly occupied orbital in `ksPotential`, which differs from the oscillator potential by
more than a constant. -/
theorem excited_density_two_potentials :
    (SolvesSchrodinger oscillator phi0 (1 / 2) ∧ SolvesSchrodinger oscillator phi1 (3 / 2)) ∧
    SolvesSchrodinger ksPotential orbital 0 ∧
    (∀ x, 2 * orbital x ^ 2 = excitedDensity x) ∧
    ¬ ∃ c, ∀ x, ksPotential x - oscillator x = c := by
  refine ⟨oscillator_states, (solves_orbital_iff _ _).2 fun x => (add_zero _).symm,
    fun x => ?_, ?_⟩
  · have hpos : 0 ≤ excitedDensity x / 2 := by
      rw [excitedDensity_eq, q]
      positivity
    rw [orbital, Real.sq_sqrt hpos]
    ring
  · -- compare the difference at x = 0 and x = 1
    rintro ⟨c, hc⟩
    have h0 := hc 0
    have h1 := hc 1
    norm_num [ksPotential, oscillator, q] at h0 h1
    linarith
```

## The sign of the energy in the second potential

Let $f$ be a real trial function with continuous derivative that vanishes at the ends of an interval $[a,b]$. Completing the square with $g$ gives
$$\frac{f'^2}{2}+vf^2=\frac{(f'-gf)^2}{2}+\left(\frac{gf^2}{2}\right)'.$$
The last term integrates to zero because $f(a)=f(b)=0$, so the energy integral is nonnegative, whether or not $f$ is normalised. In Lean, `hD` is the derivative of the boundary term and `h0` its vanishing integral. The final `nlinarith` step uses the square to compare the integrands.

The orbital $\chi$ has energy zero, the value of this lower bound. Calling it the ground state on the whole line would take a further approximation argument, since $\chi$ vanishes at no finite point.

```lean
/-- In `ksPotential` the energy integral of a continuously differentiable real trial function
that vanishes at both ends of an interval is never negative. -/
theorem energy_nonneg {a b : ℝ} (hab : a ≤ b) (f f' : ℝ → ℝ)
    (hf : ∀ x, HasDerivAt f (f' x) x) (hf' : Continuous f') (ha : f a = 0) (hb : f b = 0) :
    0 ≤ ∫ x in a..b, (f' x ^ 2 / 2 + ksPotential x * f x ^ 2) := by
  have cf : Continuous f := continuous_iff_continuousAt.2 fun x => (hf x).continuousAt
  have cg : Continuous logSlope :=
    continuous_iff_continuousAt.2 fun x => (hasDerivAt_logSlope x).continuousAt
  have cq : Continuous q := by unfold q; fun_prop
  have hne (x : ℝ) : q x ≠ 0 := by unfold q; positivity
  have cv : Continuous ksPotential :=
    ((by fun_prop : Continuous fun x : ℝ => x ^ 2 / 2 - 3 / 2).add
      (continuous_const.div cq hne)).add
      (continuous_const.div (cq.pow 2) fun x => pow_ne_zero 2 (hne x))
  -- the boundary term g f² / 2 and its derivative
  have hD (x : ℝ) : HasDerivAt (fun y => logSlope y * (f y * f y) / 2)
      ((2 * ksPotential x - logSlope x ^ 2) * f x ^ 2 / 2 + logSlope x * f x * f' x) x :=
    (((hasDerivAt_logSlope x).fun_mul ((hf x).fun_mul (hf x))).div_const 2).congr_deriv
      (by ring)
  have cD : Continuous fun x =>
      (2 * ksPotential x - logSlope x ^ 2) * f x ^ 2 / 2 + logSlope x * f x * f' x := by
    fun_prop
  have cE : Continuous fun x => f' x ^ 2 / 2 + ksPotential x * f x ^ 2 := by fun_prop
  have h0 := intervalIntegral.integral_eq_sub_of_hasDerivAt (fun x _ => hD x)
    (cD.intervalIntegrable a b)
  simp only [ha, hb, mul_zero, zero_div, sub_zero] at h0
  rw [← h0]
  -- the remainder is the square (f' - g f)² / 2
  refine intervalIntegral.integral_mono_on hab (cD.intervalIntegrable a b)
    (cE.intervalIntegrable a b) fun x _ => ?_
  nlinarith [sq_nonneg (f' x - logSlope x * f x)]

end

end ExcitedOscillatorDensity
```

```lean
#print axioms ExcitedOscillatorDensity.excited_density_two_potentials
#print axioms ExcitedOscillatorDensity.energy_nonneg
```

```
'ExcitedOscillatorDensity.excited_density_two_potentials' depends on axioms: [propext, Classical.choice, Quot.sound]
'ExcitedOscillatorDensity.energy_nonneg' depends on axioms: [propext, Classical.choice, Quot.sound]
```
